# The exact error of uniform k-point meshes for the one-dimensional Poisson kernel

Two successive k-point meshes can agree closely while both are far from the Brillouin-zone average. For the integrand below with $r=0.99$, uniform meshes of 100 and 101 points that include $\theta=0$ give about 2.155 and 2.137, but the zone average is 1. A small change between meshes is then a poor measure of the error. For this integrand the error has a closed form, which decays exponentially in the number of points.

```lean
import Mathlib

open Filter Topology
open scoped Real

namespace KPointMeshConvergence

noncomputable section
```

## The integrand and its two averages

Let $\theta=ka$ be the dimensionless crystal momentum, where $k$ is the wavevector and $a$ the lattice constant. For real $r$ with $|r|<1$, let

$$P_r(\theta)=\frac{1-r^2}{D(\theta)},\qquad D(\theta)=1-2r\cos\theta+r^2 .$$

The parameter $r$ sets how fast the Fourier coefficients $r^{|m|}$ decay with lattice distance $m$. For $r\neq0$, $P_r$ is proportional to the Bloch-space resolvent of a non-interacting nearest-neighbour chain at a real energy outside its band, so the result bears on k-sampling of that one-dimensional, one-parameter model. It does not treat general integrands, higher dimensions or the occupation discontinuity of a metal.

```lean
/-- The Poisson kernel as a periodic integrand of the dimensionless crystal momentum `θ`,
for `|r| < 1`. -/
def poisson (r θ : ℝ) : ℝ := (1 - r ^ 2) / (1 - 2 * r * Real.cos θ + r ^ 2)
```

The mesh has $N$ points $\theta_j=2\pi(j+s)/N$, with $j=0,\dots,N-1$. The real number $s$ is the offset in units of the mesh spacing, and $s=0$ puts a point at $\theta=0$. In Lean, `Finset.range N` supplies these indices, and the theorems at fixed $N$ assume `N ≠ 0`.

```lean
/-- The average of `f` over `N ≥ 1` equally spaced k-points, shifted by the fraction `s` of
the mesh spacing. -/
def meshAverage (N : ℕ) (s : ℝ) (f : ℝ → ℝ) : ℝ :=
  (∑ j ∈ Finset.range N, f (2 * π * ((j : ℝ) + s) / N)) / N
```

The exact average is the integral over one period divided by $2\pi$.

```lean
/-- The average of an integrable `f` over the one-dimensional Brillouin zone `[0, 2π]`. -/
def zoneAverage (f : ℝ → ℝ) : ℝ := (∫ θ in (0 : ℝ)..(2 * π), f θ) / (2 * π)
```

## Positive denominators

Since $|r\cos\theta|\le|r|<1$, we have $1-r\cos\theta>0$. Using $\sin^2\theta+\cos^2\theta=1$,

$$D(\theta)=(1-r\cos\theta)^2+(r\sin\theta)^2>0 .$$

The proof checks this identity with `linear_combination`.

```lean
/-- For `|r| < 1`, both `1 - r cos θ` and the denominator of the Poisson kernel are positive. -/
theorem denominators_pos {r : ℝ} (hr : |r| < 1) (θ : ℝ) :
    0 < 1 - r * Real.cos θ ∧ 0 < 1 - 2 * r * Real.cos θ + r ^ 2 := by
  have h1 : |r * Real.cos θ| < 1 := by
    rw [abs_mul]
    have h := mul_le_mul_of_nonneg_left (Real.abs_cos_le_one θ) (abs_nonneg r)
    linarith
  have h2 : 0 < 1 - r * Real.cos θ := by linarith [(abs_lt.mp h1).2]
  refine ⟨h2, ?_⟩
  have h3 : 1 - 2 * r * Real.cos θ + r ^ 2
      = (1 - r * Real.cos θ) ^ 2 + (r * Real.sin θ) ^ 2 := by
    linear_combination -r ^ 2 * Real.sin_sq_add_cos_sq θ
  rw [h3]
  positivity
```

Likewise $|r^N|=|r|^N<1$ for $N\ge1$, hence $1-r^N>0$.

```lean
/-- For `|r| < 1` and `N ≥ 1`, the quantity `1 - r^N` is positive. -/
theorem one_sub_pow_pos {r : ℝ} (hr : |r| < 1) {N : ℕ} (hN : N ≠ 0) : 0 < 1 - r ^ N := by
  have h : |r| ^ N < 1 := pow_lt_one₀ (abs_nonneg r) hr hN
  rw [← abs_pow] at h
  linarith [(abs_lt.mp h).2]
```

## From the kernel to a sum over phases

Rationalising the complex inverse gives $\operatorname{Re}(1-re^{i\theta})^{-1}=(1-r\cos\theta)/D(\theta)$. Therefore

$$2\operatorname{Re}\frac1{1-re^{i\theta}}-1=\frac{2-2r\cos\theta-D(\theta)}{D(\theta)}=P_r(\theta).$$

```lean
/-- The Poisson kernel is `2 Re (1 - r e^{iθ})⁻¹ - 1`. -/
theorem poisson_eq_re {r : ℝ} (hr : |r| < 1) (θ : ℝ) :
    poisson r θ = 2 * ((1 - (r : ℂ) * Complex.exp ((θ : ℂ) * Complex.I))⁻¹).re - 1 := by
  have hne := (denominators_pos hr θ).2.ne'
  have hD : (1 - r * Real.cos θ) * (1 - r * Real.cos θ)
      + (0 - r * Real.sin θ) * (0 - r * Real.sin θ) = 1 - 2 * r * Real.cos θ + r ^ 2 := by
    linear_combination r ^ 2 * Real.sin_sq_add_cos_sq θ
  rw [Complex.inv_re, Complex.normSq_apply, Complex.sub_re, Complex.sub_im, Complex.one_re,
    Complex.one_im, Complex.re_ofReal_mul, Complex.im_ofReal_mul,
    Complex.exp_ofReal_mul_I_re, Complex.exp_ofReal_mul_I_im, hD, poisson, div_eq_iff hne]
  have h := div_mul_cancel₀ (1 - r * Real.cos θ) hne
  linear_combination -2 * h
```

Let $\zeta$ be a primitive $N$-th root of unity and $z$ a complex number with $z^N\ne1$. Because $(z\zeta^j)^N=z^N$, the finite geometric sum gives

$$\frac1{1-z\zeta^j}=\frac1{1-z^N}\sum_{m=0}^{N-1}z^m\zeta^{jm}.$$

The denominator on the left is nonzero, since otherwise $1-z^N$ would vanish. Now sum over $j$ and exchange the sums. The term $m=0$ contributes $N$. For $0<m<N$, $\zeta^m\ne1$ while $(1-\zeta^m)\sum_j\zeta^{jm}=1-\zeta^{mN}=0$, so the phase sum vanishes. Hence

$$\sum_{j=0}^{N-1}\frac1{1-z\zeta^j}=\frac N{1-z^N}.$$

In the proof, `hterm` is the geometric sum, `Finset.sum_comm` exchanges the order, and `Finset.sum_eq_single 0` keeps the surviving harmonic.

```lean
/-- For `N ≥ 1`, a primitive `N`-th root of unity `ζ` and a complex `z` with `z^N ≠ 1`, the sum of
`(1 - z ζ^j)⁻¹` over `j = 0, …, N - 1` is `N / (1 - z^N)`. -/
theorem sum_resolvent {N : ℕ} (hN : N ≠ 0) {ζ z : ℂ} (hζ : IsPrimitiveRoot ζ N)
    (hz : z ^ N ≠ 1) :
    ∑ j ∈ Finset.range N, (1 - z * ζ ^ j)⁻¹ = N / (1 - z ^ N) := by
  have hz' : 1 - z ^ N ≠ 0 := sub_ne_zero.mpr hz.symm
  -- each term is a finite geometric sum
  have hterm : ∀ j ∈ Finset.range N, (1 - z * ζ ^ j)⁻¹
      = (∑ m ∈ Finset.range N, (z * ζ ^ j) ^ m) / (1 - z ^ N) := by
    intro j _
    have hp : (z * ζ ^ j) ^ N = z ^ N := by
      rw [mul_pow, ← pow_mul, mul_comm j N, pow_mul, hζ.pow_eq_one, one_pow, mul_one]
    have hg := mul_neg_geom_sum (z * ζ ^ j) N
    rw [hp] at hg
    have hne : 1 - z * ζ ^ j ≠ 0 := by
      intro h
      rw [h, zero_mul] at hg
      exact hz' hg.symm
    rw [eq_div_iff hz', ← hg, inv_mul_cancel_left₀ hne]
  rw [Finset.sum_congr rfl hterm, ← Finset.sum_div, Finset.sum_comm]
  congr 1
  -- only the zeroth harmonic survives the sum over the mesh
  rw [Finset.sum_eq_single 0]
  · simp
  · intro m hm hm0
    have hne : 1 - ζ ^ m ≠ 0 := by
      intro h
      have hd := hζ.dvd_of_pow_eq_one m (sub_eq_zero.mp h).symm
      have hle := Nat.le_of_dvd (Nat.pos_of_ne_zero hm0) hd
      have hlt := Finset.mem_range.mp hm
      omega
    have hg := mul_neg_geom_sum (ζ ^ m) N
    rw [← pow_mul, mul_comm m N, pow_mul, hζ.pow_eq_one, one_pow, sub_self] at hg
    have h0 := (mul_eq_zero.mp hg).resolve_left hne
    have hs : ∀ j ∈ Finset.range N, (z * ζ ^ j) ^ m = z ^ m * (ζ ^ m) ^ j := by
      intro j _
      rw [mul_pow, ← pow_mul, ← pow_mul, mul_comm j m]
    rw [Finset.sum_congr rfl hs, ← Finset.mul_sum, h0, mul_zero]
  · intro h
    exact absurd (Finset.mem_range.mpr (Nat.pos_of_ne_zero hN)) h
```

## The mesh average in closed form

Take $\zeta=e^{2\pi i/N}$ and $z=re^{2\pi is/N}$. Then $z\zeta^j=re^{i\theta_j}$ and $z^N=r^Ne^{2\pi is}$, whose modulus is below 1. The phase sum becomes

$$\frac1N\sum_{j=0}^{N-1}\frac1{1-re^{i\theta_j}}=\frac1{1-r^Ne^{2\pi is}} .$$

Taking real parts, doubling and subtracting 1 turns the left side into the mesh average of $P_r$ and the right side into $P_{r^N}(2\pi s)$. The facts `hphase` and `hz` identify the phases, and `key` is the displayed equation multiplied by $N$.

```lean
/-- On a mesh with offset `s`, the average of the Poisson kernel with parameter `r` is the
Poisson kernel with parameter `r^N` at the angle `2πs`. -/
theorem meshAverage_shifted {r : ℝ} (hr : |r| < 1) {N : ℕ} (hN : N ≠ 0) (s : ℝ) :
    meshAverage N s (poisson r) = poisson (r ^ N) (2 * π * s) := by
  have hNR : (N : ℝ) ≠ 0 := Nat.cast_ne_zero.mpr hN
  have hNC : (N : ℂ) ≠ 0 := Nat.cast_ne_zero.mpr hN
  have hR : |r ^ N| < 1 := by
    rw [abs_pow]
    exact pow_lt_one₀ (abs_nonneg r) hr hN
  have hz : ((r : ℂ) * Complex.exp (((2 * π * s / N : ℝ) : ℂ) * Complex.I)) ^ N
      = ((r ^ N : ℝ) : ℂ) * Complex.exp (((2 * π * s : ℝ) : ℂ) * Complex.I) := by
    rw [mul_pow, ← Complex.exp_nat_mul, Complex.ofReal_pow]
    congr 2
    push_cast
    field_simp
  have hz1 : ((r : ℂ) * Complex.exp (((2 * π * s / N : ℝ) : ℂ) * Complex.I)) ^ N ≠ 1 := by
    intro h
    rw [hz] at h
    have hn := congrArg norm h
    rw [norm_mul, Complex.norm_exp_ofReal_mul_I, mul_one, Complex.norm_real,
      Real.norm_eq_abs, norm_one] at hn
    linarith
  have hphase : ∀ j : ℕ,
      (r : ℂ) * Complex.exp (((2 * π * ((j : ℝ) + s) / N : ℝ) : ℂ) * Complex.I)
      = (r : ℂ) * Complex.exp (((2 * π * s / N : ℝ) : ℂ) * Complex.I)
        * Complex.exp (2 * π * Complex.I / N) ^ j := by
    intro j
    rw [mul_assoc (r : ℂ), ← Complex.exp_nat_mul, ← Complex.exp_add]
    congr 2
    push_cast
    ring
  have key : ∑ j ∈ Finset.range N, (1 - (r : ℂ) *
        Complex.exp (((2 * π * ((j : ℝ) + s) / N : ℝ) : ℂ) * Complex.I))⁻¹
      = ((N : ℝ) : ℂ) * (1 - ((r ^ N : ℝ) : ℂ) *
        Complex.exp (((2 * π * s : ℝ) : ℂ) * Complex.I))⁻¹ := by
    rw [Finset.sum_congr rfl (fun j _ => by rw [hphase j]),
      sum_resolvent hN (Complex.isPrimitiveRoot_exp N hN) hz1, hz, div_eq_mul_inv,
      Complex.ofReal_natCast]
  -- the real part of the resolvent sum gives the mesh average
  have hre := congrArg Complex.re key
  rw [Complex.re_sum, Complex.re_ofReal_mul] at hre
  simp only [meshAverage, poisson_eq_re hr]
  rw [poisson_eq_re hR, Finset.sum_sub_distrib, ← Finset.mul_sum, hre, Finset.sum_const,
    Finset.card_range, nsmul_eq_mul, div_eq_iff hNR]
  ring
```

At $s=0$ this reduces to

$$P_{r^N}(0)=\frac{1-r^{2N}}{(1-r^N)^2}=\frac{1+r^N}{1-r^N}.$$

For $N=1$ the only point is $\theta=0$, and the formula returns $P_r(0)=(1+r)/(1-r)$.

```lean
/-- The average of the Poisson kernel over the unshifted `N`-point mesh is
`(1 + r^N) / (1 - r^N)`. -/
theorem meshAverage_poisson {r : ℝ} (hr : |r| < 1) {N : ℕ} (hN : N ≠ 0) :
    meshAverage N 0 (poisson r) = (1 + r ^ N) / (1 - r ^ N) := by
  have h1 := (one_sub_pow_pos hr hN).ne'
  have h2 : 1 - 2 * r ^ N * 1 + (r ^ N) ^ 2 = (1 - r ^ N) ^ 2 := by ring
  rw [meshAverage_shifted hr hN, poisson, mul_zero, Real.cos_zero, h2,
    div_eq_div_iff (pow_ne_zero 2 h1) h1]
  ring
```

## The zone average and the error

Let $u=r\sin\theta/(1-r\cos\theta)$ and $F=\theta+2\arctan u$. Differentiation gives

$$u'=\frac{r\cos\theta-r^2}{(1-r\cos\theta)^2},\qquad 1+u^2=\frac{D(\theta)}{(1-r\cos\theta)^2},$$

$$F'=1+\frac{2u'}{1+u^2}=\frac{D(\theta)+2r\cos\theta-2r^2}{D(\theta)}=P_r(\theta).$$

Since $u$ vanishes at $0$ and $2\pi$, the integral is $F(2\pi)-F(0)=2\pi$ and the average is 1. In Lean, `hd` establishes the derivative and `hcont` supplies integrability for the fundamental theorem of calculus.

```lean
/-- The exact Brillouin-zone average of the Poisson kernel is `1`. -/
theorem zoneAverage_poisson {r : ℝ} (hr : |r| < 1) : zoneAverage (poisson r) = 1 := by
  have gen : ∀ M v D : ℝ, v ≠ 0 → D ≠ 0 →
      1 + 2 * (1 / (D / v ^ 2) * (M / v ^ 2)) = (D + 2 * M) / D := by
    intro M v D hv hD
    field_simp
  -- an explicit antiderivative, differentiable at every `θ`
  have hd : ∀ θ : ℝ, HasDerivAt
      (fun x => x + 2 * Real.arctan (r * Real.sin x / (1 - r * Real.cos x)))
      (poisson r θ) θ := by
    intro θ
    have hv := (denominators_pos hr θ).1.ne'
    have hD := (denominators_pos hr θ).2.ne'
    have hs := (Real.hasDerivAt_sin θ).const_mul r
    have hc := ((Real.hasDerivAt_cos θ).const_mul r).const_sub 1
    have h := (hasDerivAt_id' θ).fun_add (((hs.fun_div hc hv).arctan).const_mul 2)
    have hu : 1 + (r * Real.sin θ / (1 - r * Real.cos θ)) ^ 2
        = (1 - 2 * r * Real.cos θ + r ^ 2) / (1 - r * Real.cos θ) ^ 2 := by
      rw [eq_div_iff (pow_ne_zero 2 hv), add_mul, div_pow,
        div_mul_cancel₀ _ (pow_ne_zero 2 hv)]
      linear_combination r ^ 2 * Real.sin_sq_add_cos_sq θ
    have e : 1 + 2 * (1 / (1 + (r * Real.sin θ / (1 - r * Real.cos θ)) ^ 2) *
        ((r * Real.cos θ * (1 - r * Real.cos θ) - r * Real.sin θ * (-(r * -Real.sin θ)))
          / (1 - r * Real.cos θ) ^ 2)) = poisson r θ := by
      rw [hu, gen _ _ _ hv hD, poisson]
      congr 1
      linear_combination -2 * r ^ 2 * Real.sin_sq_add_cos_sq θ
    exact h.congr_deriv e
  have hcont : Continuous (poisson r) := by
    unfold poisson
    exact Continuous.div (by fun_prop) (by fun_prop)
      (fun θ => (denominators_pos hr θ).2.ne')
  have hint := intervalIntegral.integral_eq_sub_of_hasDerivAt
    (fun θ _ => hd θ) (hcont.intervalIntegrable 0 (2 * π))
  rw [zoneAverage, hint]
  simp only [Real.sin_two_pi, Real.sin_zero, mul_zero, zero_div, Real.arctan_zero,
    add_zero, sub_zero]
  exact div_self (by positivity)
```

Subtracting the two averages gives the signed error

$$\frac{1+r^N}{1-r^N}-1=\frac{2r^N}{1-r^N}.$$

```lean
/-- For the Poisson kernel, the signed error of the unshifted `N`-point mesh is exactly `2 r^N / (1
- r^N)`. -/
theorem mesh_error {r : ℝ} (hr : |r| < 1) {N : ℕ} (hN : N ≠ 0) :
    meshAverage N 0 (poisson r) - zoneAverage (poisson r) = 2 * r ^ N / (1 - r ^ N) := by
  have h := (one_sub_pow_pos hr hN).ne'
  rw [meshAverage_poisson hr hN, zoneAverage_poisson hr, eq_div_iff h, sub_mul,
    div_mul_cancel₀ _ h]
  ring
```

As $N\to\infty$, $r^N\to0$, so the mesh average tends to 1. The proof takes the limit of the closed form and transfers it to the mesh average, with which it agrees for all $N\ne0$.

```lean
/-- The average of the Poisson kernel over the unshifted mesh tends to `1` as the number of k-points
grows. -/
theorem meshAverage_tendsto {r : ℝ} (hr : |r| < 1) :
    Tendsto (fun N : ℕ => meshAverage N 0 (poisson r)) atTop (𝓝 1) := by
  have h0 := tendsto_pow_atTop_nhds_zero_of_abs_lt_one hr
  have h := (h0.const_add 1).div (h0.const_sub 1) (by norm_num)
  rw [add_zero, sub_zero, div_one] at h
  refine h.congr' ?_
  filter_upwards [eventually_ne_atTop 0] with N hN
  exact (meshAverage_poisson hr hN).symm
```

For $r\ne0$, dividing the error by $r^N$ leaves $2/(1-r^N)$, which tends to 2. This fixes both the exponential rate and its leading coefficient.

```lean
/-- For the Poisson kernel with `r ≠ 0`, the ratio of the signed error of the unshifted `N`-point
mesh to `r^N` tends to `2` as `N` grows. -/
theorem mesh_error_rate {r : ℝ} (hr : |r| < 1) (hr0 : r ≠ 0) :
    Tendsto (fun N : ℕ =>
      (meshAverage N 0 (poisson r) - zoneAverage (poisson r)) / r ^ N) atTop (𝓝 2) := by
  have h0 := tendsto_pow_atTop_nhds_zero_of_abs_lt_one hr
  have h := (tendsto_const_nhds (x := (2 : ℝ))).div (h0.const_sub 1) (by norm_num)
  rw [sub_zero, div_one] at h
  refine h.congr' ?_
  filter_upwards [eventually_ne_atTop 0] with N hN
  have h1 := (one_sub_pow_pos hr hN).ne'
  have h2 : r ^ N ≠ 0 := pow_ne_zero N hr0
  rw [mesh_error hr hN, eq_div_iff h2]
  exact div_mul_eq_mul_div 2 (1 - r ^ N) (r ^ N)

end

end KPointMeshConvergence
```

```lean
#print axioms KPointMeshConvergence.mesh_error
#print axioms KPointMeshConvergence.meshAverage_tendsto
#print axioms KPointMeshConvergence.mesh_error_rate
```

```
'KPointMeshConvergence.mesh_error' depends on axioms: [propext, Classical.choice, Quot.sound]
'KPointMeshConvergence.meshAverage_tendsto' depends on axioms: [propext, Classical.choice, Quot.sound]
'KPointMeshConvergence.mesh_error_rate' depends on axioms: [propext, Classical.choice, Quot.sound]
```
